# Decoupling every Hamiltonian of an n-level system to lowest order takes at least n² toggling frames

A spin 1/2 evolves under an unwanted Hamiltonian

    H = h₀ 1 + hx σx + hy σy + hz σz.

A π pulse about x reverses the signs of hy and hz, and pulses about y and z act likewise. If the spin spends a quarter of the cycle in each of the frames 1, σx, σy, σz, every one of hx, hy, hz counts twice with a plus sign and twice with a minus sign. To lowest order in the cycle time only h₀ 1 survives, and it gives a global phase. For h₀ = 1, hx = 1, hy = 2, hz = 2, with matrix rows separated by semicolons:

    H       = [ 3,  1−2i;   1+2i, −1]
    σx H σx = [−1,  1+2i;   1−2i,  3]
    σy H σy = [−1, −1−2i;  −1+2i,  3]
    σz H σz = [ 3, −1+2i;  −1−2i, −1]

The sum is 4·1, so the average is 1, which equals (tr H/2)·1.

Leave out σz and give the frames 1, σx, σy the weights p, q, r. Cancelling hx, hy and hz requires p+q−r = 0, p−q+r = 0 and p−q−r = 0. The first two give p = 0 and q = r, and the third then makes all weights vanish. These three frames fail; the problems below ask how many frames any scheme must have.

```lean
import Mathlib

open Matrix

namespace UniversalDecoupling

noncomputable section

variable {n ι : Type*} [Fintype n] [DecidableEq n] [Fintype ι]
```

For m frames U_k, with w_k the fraction of the cycle spent in frame k, the lowest-order average Hamiltonian is

    T(H) = Σ_k w_k U_k H U_k†.

Many texts write U†HU instead; U_k here is the adjoint of the accumulated pulse propagator. In Lean, `n` is the set of basis labels and the dimension n is `Fintype.card n`; likewise m is `Fintype.card ι`.

```lean
/-- The average Hamiltonian `∑ w_k U_k H U_k†` over toggling frames `U_k` with weights `w_k`. -/
def toggledAverage (w : ι → ℝ) (U : ι → Matrix n n ℂ) (H : Matrix n n ℂ) : Matrix n n ℂ :=
  ∑ k, (w k : ℂ) • (U k * H * (U k)ᴴ)
```

A scheme decouples if T(H) = (tr H/n)·1 for every Hermitian H. The weights are real and the U_k are arbitrary complex matrices; positivity, normalisation and unitarity are not part of the definition, so physical schemes are a special case. The step left to physics is the replacement of the real cycle's propagator by evolution under T(H), which is a leading-order approximation for short cycles and ideal pulses.

```lean
/-- Universal decoupling on a space of nonzero dimension: every Hermitian `H` is averaged
to the multiple `tr H / n` of the identity. -/
def Decouples (w : ι → ℝ) (U : ι → Matrix n n ℂ) : Prop :=
  ∀ H : Matrix n n ℂ, H.IsHermitian →
    toggledAverage w U H = (trace H / (Fintype.card n : ℂ)) • (1 : Matrix n n ℂ)
```

## (a) From Hermitian to complex matrices

Show that a decoupling scheme satisfies, for every complex matrix H,

    T(H) = (tr H/n)·1.

Put A = (H + H†)/2 and B = (H − H†)/(2i). Both are Hermitian and H = A + iB. Since T is linear,

    T(H) = T(A) + i T(B) = ((tr A + i tr B)/n)·1 = (tr H/n)·1.

In Lean, `realPart` and `imaginaryPart` supply A and B, and `hlin` is the linearity.

```lean
/-- A scheme that decouples all Hermitian matrices averages every complex matrix `H`
to `tr H / n` times the identity. -/
theorem Decouples.apply {w : ι → ℝ} {U : ι → Matrix n n ℂ} (h : Decouples w U)
    (H : Matrix n n ℂ) :
    toggledAverage w U H = (trace H / (Fintype.card n : ℂ)) • (1 : Matrix n n ℂ) := by
  -- split `H` into Hermitian parts, `H = A + i B`
  obtain ⟨A, B, hA, hB, rfl⟩ : ∃ A B : Matrix n n ℂ,
      A.IsHermitian ∧ B.IsHermitian ∧ A + Complex.I • B = H :=
    ⟨realPart H, imaginaryPart H, selfAdjoint.mem_iff.mp (realPart H).2,
      selfAdjoint.mem_iff.mp (imaginaryPart H).2, realPart_add_I_smul_imaginaryPart H⟩
  have hlin : toggledAverage w U (A + Complex.I • B)
      = toggledAverage w U A + Complex.I • toggledAverage w U B := by
    unfold toggledAverage
    rw [Finset.smul_sum, ← Finset.sum_add_distrib]
    refine Finset.sum_congr rfl fun k _ => ?_
    rw [Matrix.mul_add, Matrix.add_mul, Matrix.mul_smul, Matrix.smul_mul]
    module
  rw [hlin, h A hA, h B hB, trace_add, trace_smul, smul_eq_mul]
  module
```

## (b) Entries of the average

Write M[a,b] for the entry of M in row a and column b. Show that

    T(H)[a,b] = Σ_i Σ_j H[i,j] Σ_k w_k U_k[a,i] conj(U_k[b,j]).

The matrix product gives

    (U_k H U_k†)[a,b] = Σ_i Σ_j U_k[a,i] H[i,j] U_k†[j,b],

and U_k†[j,b] = conj(U_k[b,j]). Multiply by w_k, sum over k and move that sum inside; the calls to `Finset.sum_comm` do the reordering.

```lean
omit [DecidableEq n] in
/-- The entries of the average Hamiltonian are linear in those of `H`, with coefficients
given by correlations between entries of the frames. -/
theorem toggledAverage_apply (w : ι → ℝ) (U : ι → Matrix n n ℂ) (H : Matrix n n ℂ) (a b : n) :
    toggledAverage w U H a b
      = ∑ i, ∑ j, H i j * ∑ k, (w k : ℂ) * (U k a i * star (U k b j)) := by
  simp only [toggledAverage, Matrix.sum_apply, Matrix.smul_apply, Matrix.mul_apply,
    conjTranspose_apply, smul_eq_mul, Finset.mul_sum, Finset.sum_mul]
  rw [Finset.sum_comm]
  conv_rhs => rw [Finset.sum_comm]
  refine Finset.sum_congr rfl fun j _ => ?_
  rw [Finset.sum_comm]
  refine Finset.sum_congr rfl fun i _ => Finset.sum_congr rfl fun k _ => ?_
  ring
```

## (c) An orthogonality relation for the frames

With δ the Kronecker delta, show that a scheme decouples exactly when, for all a, b, i, j,

    Σ_k w_k U_k[a,i] conj(U_k[b,j]) = δ_ab δ_ij / n.

Suppose it decouples, and take H = |i⟩⟨j|, whose trace is δ_ij. This matrix is not Hermitian for i ≠ j, which is where (a) is used. By (b), T(H)[a,b] is the left side; by (a), it is the right side.

Conversely, insert the relation into (b):

    T(H)[a,b] = Σ_i Σ_j H[i,j] δ_ab δ_ij / n = δ_ab tr H/n.

Lean writes |i⟩⟨j| as `Matrix.single i j 1`. In the first direction `e` extracts its single entry and `t` computes its trace; in the second, another `e` collapses the sum over j.

```lean
/-- Decoupling is equivalent to an orthogonality relation between the matrix entries
of the toggling frames. -/
theorem decouples_iff_entries (w : ι → ℝ) (U : ι → Matrix n n ℂ) :
    Decouples w U ↔ ∀ a b i j, ∑ k, (w k : ℂ) * (U k a i * star (U k b j))
      = (if a = b then 1 else 0) * (if i = j then 1 else 0) / (Fintype.card n : ℂ) := by
  constructor
  · intro h a b i j
    -- test the scheme on the matrix unit `|i⟩⟨j|`
    have e : ∀ F : n → n → ℂ,
        ∑ x, ∑ y, Matrix.single i j (1 : ℂ) x y * F x y = F i j := by
      intro F
      rw [Finset.sum_eq_single i, Finset.sum_eq_single j]
      · simp
      · intro y _ hy
        simp [hy.symm]
      · simp
      · intro x _ hx
        simp [hx.symm]
      · simp
    have t : trace (Matrix.single i j (1 : ℂ)) = if i = j then 1 else 0 := by
      by_cases hij : i = j
      · subst hij
        simp [Matrix.trace]
      · rw [if_neg hij]
        refine Finset.sum_eq_zero fun x _ => ?_
        rw [Matrix.diag_apply, Matrix.single_apply, if_neg]
        rintro ⟨h1, h2⟩
        exact hij (h1.trans h2.symm)
    have key := congrFun (congrFun (h.apply (Matrix.single i j 1)) a) b
    rw [toggledAverage_apply, e, Matrix.smul_apply, t, Matrix.one_apply, smul_eq_mul] at key
    rw [key]
    ring
  · intro h H _
    ext a b
    have e : ∀ i, ∑ j, H i j * ∑ k, (w k : ℂ) * (U k a i * star (U k b j))
        = H i i * ((if a = b then 1 else 0) / (Fintype.card n : ℂ)) := by
      intro i
      rw [Finset.sum_eq_single i]
      · rw [h]
        simp
      · intro j _ hj
        rw [h]
        simp [hj.symm]
      · simp
    rw [toggledAverage_apply, Finset.sum_congr rfl fun i _ => e i, ← Finset.sum_mul,
      Matrix.smul_apply, Matrix.one_apply, smul_eq_mul, Matrix.trace]
    simp only [Matrix.diag_apply]
    ring
```

## (d) Expanding an operator in the frames

Show that for a decoupling scheme and any matrix X,

    Σ_k w_k tr(U_k† X) U_k = X/n.

The trace is tr(U_k† X) = Σ_j Σ_b conj(U_k[b,j]) X[b,j]. The [a,i] entry of the left side is therefore

    Σ_j Σ_b X[b,j] Σ_k w_k U_k[a,i] conj(U_k[b,j])
      = Σ_j Σ_b X[b,j] δ_ab δ_ij / n
      = X[a,i]/n.

The rearrangement is `e` in the proof; (c) then evaluates the inner sum.

```lean
/-- The frames of a decoupling scheme resolve every operator `X`:
`∑ w_k tr(U_k† X) U_k = X / n`. -/
theorem frame_expansion {w : ι → ℝ} {U : ι → Matrix n n ℂ} (h : Decouples w U)
    (X : Matrix n n ℂ) :
    ∑ k, ((w k : ℂ) * trace ((U k)ᴴ * X)) • U k = (1 / (Fintype.card n : ℂ)) • X := by
  ext a i
  have e : (∑ k, ((w k : ℂ) * trace ((U k)ᴴ * X)) • U k) a i
      = ∑ j, ∑ b, X b j * ∑ k, (w k : ℂ) * (U k a i * star (U k b j)) := by
    simp only [Matrix.sum_apply, Matrix.smul_apply, smul_eq_mul, Matrix.trace,
      Matrix.diag_apply, Matrix.mul_apply, conjTranspose_apply, Finset.mul_sum, Finset.sum_mul]
    rw [Finset.sum_comm]
    refine Finset.sum_congr rfl fun j _ => ?_
    rw [Finset.sum_comm]
    refine Finset.sum_congr rfl fun b _ => Finset.sum_congr rfl fun k _ => ?_
    ring
  rw [e]
  simp_rw [(decouples_iff_entries w U).mp h]
  rw [Finset.sum_eq_single i, Finset.sum_eq_single a]
  · simp [div_eq_mul_inv, mul_comm]
  · intro b _ hb
    simp [hb.symm]
  · simp
  · intro j _ hj
    simp [hj.symm]
  · simp
```

## (e) The frames span operator space

For n ≥ 1, show that

    span{U_k} = all complex n×n matrices.

Multiplying (d) by n gives

    X = Σ_k n w_k tr(U_k† X) U_k,

a linear combination of frames. This is `hX`, and the hypothesis `[Nonempty n]` allows the cancellation of n.

```lean
/-- On a space of nonzero dimension, the frames of a decoupling scheme span all operators. -/
theorem span_frames [Nonempty n] {w : ι → ℝ} {U : ι → Matrix n n ℂ} (h : Decouples w U) :
    Submodule.span ℂ (Set.range U) = ⊤ := by
  have hn : (Fintype.card n : ℂ) ≠ 0 := Nat.cast_ne_zero.mpr Fintype.card_ne_zero
  rw [Submodule.eq_top_iff']
  intro X
  have hX : (Fintype.card n : ℂ) • ∑ k, ((w k : ℂ) * trace ((U k)ᴴ * X)) • U k = X := by
    rw [frame_expansion h X, smul_smul, mul_one_div_cancel hn, one_smul]
  rw [← hX]
  exact Submodule.smul_mem _ _ (Submodule.sum_mem _ fun k _ =>
    Submodule.smul_mem _ _ (Submodule.subset_span ⟨k, rfl⟩))
```

## (f) Counting frames

Show that a decoupling scheme with m frames has

    n² ≤ m.

For n ≥ 1, the matrices form a space of dimension n², and m vectors span a space of dimension at most m. By (e) the frames span everything, so n² ≤ m. For n = 0 the bound reads 0 ≤ m. The general dimension count is `finrank_range_le_card`.

```lean
/-- Universal decoupling of an `n`-level system takes at least `n ^ 2` toggling frames. -/
theorem card_sq_le_frames {w : ι → ℝ} {U : ι → Matrix n n ℂ} (h : Decouples w U) :
    Fintype.card n ^ 2 ≤ Fintype.card ι := by
  rcases isEmpty_or_nonempty n with hn | hn
  · simp
  · have hr := finrank_range_le_card (R := ℂ) U
    rw [Set.finrank, span_frames h, finrank_top, Module.finrank_matrix,
      Module.finrank_self, mul_one] at hr
    rwa [sq]
```

## (g) N spins 1/2

Show that decoupling N spins 1/2 requires

    4^N ≤ m.

The dimension is n = 2^N, so n² = (2^N)² = 4^N. In Lean the basis labels are the functions `Fin N → Fin 2`, one two-valued label per spin.

This bounds the cost of removing, to lowest order, a completely unknown Hamiltonian of the spins, with single-spin terms and couplings among any number of spins all allowed: ten spins need at least 1,048,576 frames. It does not apply to sequences that only have to remove single-spin and pair terms among three or more spins.

```lean
/-- Universal decoupling of `N` spins 1/2 takes at least `4 ^ N` toggling frames. -/
theorem four_pow_le_frames {N : ℕ} {w : ι → ℝ}
    {U : ι → Matrix (Fin N → Fin 2) (Fin N → Fin 2) ℂ} (h : Decouples w U) :
    4 ^ N ≤ Fintype.card ι := by
  have h1 := card_sq_le_frames h
  rw [Fintype.card_fun, Fintype.card_fin, Fintype.card_fin] at h1
  have h2 : (4 : ℕ) ^ N = (2 ^ N) ^ 2 := by
    rw [show (4 : ℕ) = 2 ^ 2 from rfl, pow_right_comm]
  rwa [h2]
```

## (h) Schemes with the minimum number of frames

Let n ≥ 1, let all U_k be unitary, and let m = n². Show that a decoupling scheme has

    w_k = 1/n² for all k,   and   tr(U_j† U_k) = 0 for j ≠ k.

By (e), n² frames span a space of dimension n², so they are linearly independent. Set X = U_j in (d):

    Σ_k w_k tr(U_k† U_j) U_k = U_j/n.

Comparing coefficients gives w_k tr(U_k† U_j) = δ_kj/n, which is `key`. For k = j unitarity makes the trace n, so w_k = 1/n². For k ≠ j the weight is nonzero, so the trace vanishes; exchanging the two labels gives the stated form. Equal, positive weights are thus a consequence, not an assumption.

```lean
/-- If exactly `n ^ 2` unitary frames decouple a system of nonzero dimension `n`, the weights
all equal `1 / n ^ 2` and distinct frames are trace-orthogonal. -/
theorem minimal_scheme [Nonempty n] {w : ι → ℝ} {U : ι → Matrix n n ℂ} (h : Decouples w U)
    (hU : ∀ k, U k ∈ unitaryGroup n ℂ) (hm : Fintype.card ι = Fintype.card n ^ 2) :
    (∀ k, w k = 1 / (Fintype.card n : ℝ) ^ 2) ∧
      ∀ j k, j ≠ k → trace ((U j)ᴴ * U k) = 0 := by
  classical
  have hn : (Fintype.card n : ℂ) ≠ 0 := Nat.cast_ne_zero.mpr Fintype.card_ne_zero
  have hli : LinearIndependent ℂ U :=
    linearIndependent_of_top_le_span_of_card_eq_finrank (span_frames h).ge
      (by rw [hm, Module.finrank_matrix, Module.finrank_self, mul_one, sq])
  -- compare coefficients in the expansion of `U j`
  have key : ∀ j k, (w k : ℂ) * trace ((U k)ᴴ * U j)
      = if k = j then 1 / (Fintype.card n : ℂ) else 0 := by
    intro j k
    refine sub_eq_zero.mp (Fintype.linearIndependent_iff.mp hli
      (fun k => (w k : ℂ) * trace ((U k)ᴴ * U j)
        - if k = j then 1 / (Fintype.card n : ℂ) else 0) ?_ k)
    simp only [sub_smul, Finset.sum_sub_distrib, frame_expansion h, ite_smul, zero_smul,
      Finset.sum_ite_eq', Finset.mem_univ, if_true, sub_self]
  have hw : ∀ k, (w k : ℂ) = 1 / (Fintype.card n : ℂ) ^ 2 := by
    intro k
    have hk := key k k
    rw [← Matrix.star_eq_conjTranspose, Matrix.mem_unitaryGroup_iff'.mp (hU k),
      Matrix.trace_one, if_pos rfl] at hk
    rw [eq_div_iff (pow_ne_zero 2 hn), sq, ← mul_assoc, hk, one_div_mul_cancel hn]
  refine ⟨fun k => Complex.ofReal_injective (by push_cast; exact hw k), fun j k hjk => ?_⟩
  have hj := key k j
  rw [if_neg hjk, hw j] at hj
  exact (mul_eq_zero.mp hj).resolve_left (one_div_ne_zero (pow_ne_zero 2 hn))
```

## (i) Pauli strings attain the bound

Number the single-spin matrices σ_0 = 1, σ_1 = σx, σ_2 = σy, σ_3 = σz.

```lean
/-- The identity and the three Pauli matrices. -/
def pauli : Fin 4 → Matrix (Fin 2) (Fin 2) ℂ :=
  ![!![1, 0; 0, 1], !![0, 1; 1, 0], !![0, -Complex.I; Complex.I, 0], !![1, 0; 0, -1]]
```

A string s assigns a number s_x from 0 to 3 to each spin x. Its operator P_s is the tensor product of the σ_(s_x). With a_x the label of spin x in the basis label a, its entries are

    P_s[a,b] = Π_x σ_(s_x)[a_x,b_x].

```lean
/-- The tensor product of the matrices `pauli (s x)` over the spins `x`. -/
def pauliString {N : ℕ} (s : Fin N → Fin 4) : Matrix (Fin N → Fin 2) (Fin N → Fin 2) ℂ :=
  Matrix.of fun a b => ∏ x, pauli (s x) (a x) (b x)
```

Show that the 4^N strings are unitary and decouple N spins with equal weights:

    P_s P_s† = 1,   4^(−N) Σ_s P_s H P_s† = (tr H/2^N)·1.

The entries of P_s P_s† factorise because P_s is a tensor product, and each factor is a Kronecker delta because σ_p is unitary:

    (P_s P_s†)[a,b] = Π_x Σ_c σ_(s_x)[a_x,c] conj(σ_(s_x)[b_x,c])
                    = Π_x δ_(a_x b_x) = δ_ab.

For decoupling, first show for one spin that

    Σ_p σ_p[a,i] conj(σ_p[b,j]) = 2 δ_ab δ_ij.

- If a = i and b = j, only 1 and σz contribute. They add to 2 for a = b and cancel otherwise.
- If a ≠ i and b ≠ j, only σx and σy contribute, with the same outcome; for two-valued labels a = b then forces i = j.
- In the mixed cases every product vanishes, and so does δ_ab δ_ij.

For N spins the sum over strings is a product of such sums:

    4^(−N) Σ_s P_s[a,i] conj(P_s[b,j])
      = 4^(−N) Π_x 2 δ_(a_x b_x) δ_(i_x j_x)
      = δ_ab δ_ij / 2^N.

This is the relation in (c) with n = 2^N. In the proof, `row` and `site` check the single-spin identities entry by entry, `hp` factorises the sum over strings, and `delta` recombines the Kronecker deltas.

```lean
/-- The `4 ^ N` Pauli strings are unitary and, with equal weights, decouple `N` spins 1/2. -/
theorem pauliString_decouples (N : ℕ) :
    (∀ s : Fin N → Fin 4, pauliString s ∈ unitaryGroup (Fin N → Fin 2) ℂ) ∧
      Decouples (fun _ : Fin N → Fin 4 => 1 / (4 : ℝ) ^ N) pauliString := by
  have delta : ∀ a b : Fin N → Fin 2,
      ∏ x, (if a x = b x then (1 : ℂ) else 0) = if a = b then 1 else 0 := by
    intro a b
    by_cases h : a = b
    · subst h
      simp
    · obtain ⟨x, hx⟩ := Function.ne_iff.mp h
      rw [if_neg h]
      exact Finset.prod_eq_zero (Finset.mem_univ x) (if_neg hx)
  constructor
  · intro s
    have row : ∀ (p : Fin 4) (a b : Fin 2),
        ∑ c, pauli p a c * star (pauli p b c) = if a = b then 1 else 0 := by
      intro p a b
      fin_cases p <;> fin_cases a <;> fin_cases b <;> simp [pauli, Fin.sum_univ_two]
    rw [Matrix.mem_unitaryGroup_iff]
    ext a b
    rw [Matrix.mul_apply, Matrix.one_apply, ← delta a b,
      Finset.prod_congr rfl fun x _ => (row (s x) (a x) (b x)).symm,
      Finset.prod_univ_sum, Fintype.piFinset_univ]
    refine Finset.sum_congr rfl fun c _ => ?_
    simp [pauliString, Matrix.star_apply, Finset.prod_mul_distrib]
  · have site : ∀ a b i j : Fin 2, ∑ p, pauli p a i * star (pauli p b j)
        = 2 * ((if a = b then 1 else 0) * (if i = j then 1 else 0)) := by
      intro a b i j
      fin_cases a <;> fin_cases b <;> fin_cases i <;> fin_cases j <;>
        simp [pauli, Fin.sum_univ_four] <;> norm_num
    rw [decouples_iff_entries]
    intro a b i j
    -- the sum over strings factorises into single-spin sums
    have hp : ∑ s : Fin N → Fin 4, pauliString s a i * star (pauliString s b j)
        = ∏ x, ∑ p, pauli p (a x) (i x) * star (pauli p (b x) (j x)) := by
      rw [Finset.prod_univ_sum, Fintype.piFinset_univ]
      refine Finset.sum_congr rfl fun s _ => ?_
      simp [pauliString, Finset.prod_mul_distrib]
    have h4 : (4 : ℂ) ^ N = 2 ^ N * 2 ^ N := by
      rw [← mul_pow]
      norm_num
    rw [← Finset.mul_sum, hp, Finset.prod_congr rfl fun x _ => site (a x) (b x) (i x) (j x),
      Finset.prod_mul_distrib, Finset.prod_mul_distrib, delta, delta]
    simp only [Finset.prod_const, Finset.card_univ, Fintype.card_fun, Fintype.card_fin]
    push_cast
    rw [h4]
    field_simp

end

end UniversalDecoupling
```

```lean
#print axioms UniversalDecoupling.card_sq_le_frames
#print axioms UniversalDecoupling.four_pow_le_frames
#print axioms UniversalDecoupling.minimal_scheme
#print axioms UniversalDecoupling.pauliString_decouples
```

```
'UniversalDecoupling.card_sq_le_frames' depends on axioms: [propext, Classical.choice, Quot.sound]
'UniversalDecoupling.four_pow_le_frames' depends on axioms: [propext, Classical.choice, Quot.sound]
'UniversalDecoupling.minimal_scheme' depends on axioms: [propext, Classical.choice, Quot.sound]
'UniversalDecoupling.pauliString_decouples' depends on axioms: [propext, Classical.choice, Quot.sound]
```
